# Exactly n + 1 transverse polariton frequencies for n undamped, interlaced phonon pairs at nonzero wavevector

**Q:** Infrared light of fixed wavevector $q \neq 0$ travels through a polar crystal with several infrared-active phonons. Light and lattice mix, and I expect one branch more than there are phonons. A theorem about roots of a polynomial may count something else. What are its variables?

**A:** They are squared frequencies. Let $x=\omega^2$ and $p=c^2q^2>0$, where $c$ is the speed of light in vacuum, and let $e>0$ be the high-frequency relative permittivity, which stands for the electronic response well above the phonons. The $n$ transverse and longitudinal squared frequencies are $t_j$ and $l_j$, with $j=0,\dots,n-1$ as in Lean's `Fin n`.

```lean
import Mathlib

open Polynomial

namespace MultimodePhononPolaritons

noncomputable section

variable {n : ℕ} {e p : ℝ} {t l : Fin n → ℝ}
```

**Q:** What is assumed about their order?

**A:** That they are positive and alternate: $0<t_0<l_0<t_1<l_1<\cdots$. Undamped oscillators with distinct frequencies and positive strengths give this order, but here it is a hypothesis, not a derivation.

```lean
/-- The squared transverse frequencies `t` and longitudinal frequencies `l` are positive and
alternate: `0 < t₀ < l₀ < t₁ < l₁ < ...`. -/
structure Interlaced (t l : Fin n → ℝ) : Prop where
  pos : ∀ j, 0 < t j
  split : ∀ j, t j < l j
  next : ∀ i j, i < j → l i < t j
```

**Q:** And the crystal itself?

**A:** It enters through a scalar, lossless permittivity in factorised form,
$$\varepsilon(x)=e\prod_j\frac{l_j-x}{t_j-x}.$$

```lean
/-- The lattice permittivity at squared frequency `x`, with high-frequency value `e`. -/
def permittivity (e : ℝ) (t l : Fin n → ℝ) (x : ℝ) : ℝ :=
  e * ∏ j, ((l j - x) / (t j - x))
```

Transverse waves obey $\varepsilon(x)\,x=p$. Maxwell's equations give this condition for a non-magnetic crystal, with $\varepsilon$ the relative permittivity; the file takes it as its starting point. Multiplying by $\prod_j(t_j-x)$ turns it into $F(x)=0$, where
$$F(x)=e\,x\prod_j(l_j-x)-p\prod_j(t_j-x).$$
This $F$ is `dispersion`.

```lean
/-- The polariton dispersion function at squared frequency `x`, cleared of denominators;
`p` is the squared frequency of light in vacuum at the given wavevector. -/
def dispersion (e p : ℝ) (t l : Fin n → ℝ) (x : ℝ) : ℝ :=
  e * x * ∏ j, (l j - x) - p * ∏ j, (t j - x)
```

Damping, anisotropic mixing and spatial dispersion are absent. The theorem counts frequencies, so two degenerate polarisations count once.

**Q:** Is the ordering satisfiable for every $n$?

**A:** Yes. The values $1,2,3,4,\dots$, taken alternately as transverse and longitudinal, satisfy it.

```lean
/-- The squared frequencies `1, 2, 3, 4, ...`, taken alternately as transverse and
longitudinal, are interlaced. -/
theorem interlaced_witness (n : ℕ) :
    Interlaced (fun j : Fin n => 2 * (j.val : ℝ) + 1) (fun j => 2 * (j.val : ℝ) + 2) where
  pos j := by positivity
  split j := by linarith
  next i j hij := by
    have h : i.val + 1 ≤ j.val := hij
    have h' : (i.val : ℝ) + 1 ≤ (j.val : ℝ) := by exact_mod_cast h
    linarith
```

**Q:** Clearing denominators can create false roots. How do you know that a zero of $F$ is a polariton?

**A:** If $x$ differs from every $t_j$, the product you multiplied by is nonzero, and the two equations are equivalent. The Lean proof establishes `hT`, that this product is nonzero, and then rearranges the fraction.

```lean
/-- Away from the transverse resonances, the wave equation `ε(x) x = p` holds exactly at the
zeros of the dispersion function. -/
theorem wave_equation_iff {x : ℝ} (hx : ∀ j, x ≠ t j) :
    permittivity e t l x * x = p ↔ dispersion e p t l x = 0 := by
  have hT : ∏ j, (t j - x) ≠ 0 :=
    Finset.prod_ne_zero_iff.2 fun j _ => sub_ne_zero.2 (hx j).symm
  unfold permittivity dispersion
  rw [Finset.prod_div_distrib, mul_div_assoc', div_mul_eq_mul_div, div_eq_iff hT,
    sub_eq_zero, mul_right_comm]
```

It remains to see that no zero of $F$ sits at a resonance. Direct substitution gives
$$F(0)=-p\prod_j t_j,\qquad F(t_i)=e\,t_i\prod_j(l_j-t_i),\qquad F(l_i)=-p\prod_j(t_j-l_i).$$
The first is nonzero because every $t_j$ is positive. The other two are nonzero because, in addition, no $t_i$ equals any $l_j$; `hne` proves that by comparing the indices. So every zero of $F$ solves the original wave equation. The purely longitudinal modes, at $\varepsilon=0$, are not among them.

```lean
/-- For `p > 0` and interlaced phonons, a zero of the dispersion function is neither zero nor equal
to a transverse or longitudinal squared frequency. -/
theorem off_resonance (he : 0 < e) (hp : 0 < p) (h : Interlaced t l) {x : ℝ}
    (hx : dispersion e p t l x = 0) : x ≠ 0 ∧ ∀ i, x ≠ t i ∧ x ≠ l i := by
  have hne : ∀ i j, t i ≠ l j := by
    intro i j
    rcases lt_trichotomy i j with hij | hij | hij
    · exact ((h.split i).trans ((h.next i j hij).trans (h.split j))).ne
    · subst hij
      exact (h.split i).ne
    · exact (h.next j i hij).ne'
  unfold dispersion at hx
  refine ⟨?_, fun i => ⟨?_, ?_⟩⟩
  · rintro rfl
    have h1 : 0 < ∏ j, (t j - 0) := Finset.prod_pos fun j _ => by simpa using h.pos j
    have h2 := mul_pos hp h1
    linarith
  · rintro rfl
    have h0 : ∏ j, (t j - t i) = 0 := Finset.prod_eq_zero (Finset.mem_univ i) (sub_self _)
    have h1 : ∏ j, (l j - t i) ≠ 0 :=
      Finset.prod_ne_zero_iff.2 fun j _ => sub_ne_zero.2 (hne i j).symm
    rw [h0, mul_zero, sub_zero] at hx
    exact mul_ne_zero (mul_ne_zero he.ne' (h.pos i).ne') h1 hx
  · rintro rfl
    have h0 : ∏ j, (l j - l i) = 0 := Finset.prod_eq_zero (Finset.mem_univ i) (sub_self _)
    have h1 : ∏ j, (t j - l i) ≠ 0 :=
      Finset.prod_ne_zero_iff.2 fun j _ => sub_ne_zero.2 (hne j i)
    rw [h0, mul_zero, zero_sub, neg_eq_zero] at hx
    exact mul_ne_zero hp.ne' h1 hx
```

**Q:** Where do the $n+1$ roots come from?

**A:** From $n+1$ windows, labelled $k=0,\dots,n$. Window $k$ lies above the first $k$ longitudinal values and below the remaining transverse ones. Inside it, exactly the first $k$ factors of each product in $F$ are negative, so
$$G(x)=e\,x\prod_j|l_j-x|-p\prod_j|t_j-x|=(-1)^kF(x).$$

The lower end is $a=0$ for $k=0$ and $a=l_{k-1}$ otherwise. The first term of $G$ vanishes there, so $G(a)\le 0$. For $k<n$ the upper end is $b=t_k$, where the second term vanishes and $G(b)\ge 0$.

For $k=n$ take $b=X=2\sum_j l_j+2^n p/e$. Then $X\ge 2l_j$ for each $j$, hence $|t_j-X|\le X\le 2|l_j-X|$, and
$$p\prod_j|t_j-X|\le 2^n p\prod_j|l_j-X|\le e\,X\prod_j|l_j-X|.$$
So $G(X)\ge 0$ again. By the intermediate value theorem $G$ has a zero between $a$ and $b$. It is also a zero of $F$, so the previous lemma makes the window's inequalities strict.

In the code, `hGa` and `hGb` are the two endpoint signs, `sgn` removes the absolute values, and `off_resonance` supplies the strictness.

```lean
/-- For `p > 0` and interlaced phonons, for each `k ≤ n` there is a positive zero of the dispersion
function above the first `k` longitudinal squared frequencies and below all the remaining transverse
ones. -/
theorem exists_mode_in_window (he : 0 < e) (hp : 0 < p) (h : Interlaced t l)
    (k : ℕ) (hk : k ≤ n) :
    ∃ x, 0 < x ∧ (∀ j : Fin n, j.val < k → l j < x) ∧
      (∀ j : Fin n, k ≤ j.val → x < t j) ∧ dispersion e p t l x = 0 := by
  have lpos : ∀ j, 0 < l j := fun j => (h.pos j).trans (h.split j)
  -- absolute values remove the alternating signs of the products
  obtain ⟨G, hG⟩ : ∃ G : ℝ → ℝ, ∀ x, G x = e * x * ∏ j, |l j - x| - p * ∏ j, |t j - x| :=
    ⟨_, fun _ => rfl⟩
  have hc : Continuous G := by
    rw [show G = fun x => e * x * ∏ j, |l j - x| - p * ∏ j, |t j - x| from funext hG]
    exact Continuous.sub
      (Continuous.mul (by fun_prop) (continuous_finsetProd _ fun j _ => by fun_prop))
      (Continuous.mul (by fun_prop) (continuous_finsetProd _ fun j _ => by fun_prop))
  have hL : ∀ x, 0 ≤ ∏ j, |l j - x| := fun x => Finset.prod_nonneg fun j _ => abs_nonneg _
  have hT : ∀ x, 0 ≤ p * ∏ j, |t j - x| := fun x =>
    mul_nonneg hp.le (Finset.prod_nonneg fun j _ => abs_nonneg _)
  -- lower end of the window: zero or a longitudinal frequency
  obtain ⟨a, ha0, hal, hat, hGa⟩ : ∃ a, 0 ≤ a ∧ (∀ j : Fin n, j.val < k → l j ≤ a) ∧
      (∀ j : Fin n, k ≤ j.val → a ≤ t j) ∧ G a ≤ 0 := by
    rcases k with _ | m
    · refine ⟨0, le_rfl, fun j hj => absurd hj (Nat.not_lt_zero _),
        fun j _ => (h.pos j).le, ?_⟩
      rw [hG]
      have := hT 0
      linarith
    · have hm : m < n := by omega
      refine ⟨l ⟨m, hm⟩, (lpos _).le, fun j hj => ?_, fun j hj => (h.next _ j hj).le, ?_⟩
      · have hj' : j ≤ ⟨m, hm⟩ := Nat.le_of_lt_succ hj
        rcases hj'.eq_or_lt with q | q
        · rw [q]
        · exact ((h.next _ _ q).trans (h.split _)).le
      · rw [hG, Finset.prod_eq_zero (Finset.mem_univ (⟨m, hm⟩ : Fin n)) (by simp)]
        have := hT (l ⟨m, hm⟩)
        linarith
  -- upper end: a transverse frequency, or a very large frequency
  obtain ⟨b, hb0, hbl, hbt, hGb⟩ : ∃ b, 0 ≤ b ∧ (∀ j : Fin n, j.val < k → l j ≤ b) ∧
      (∀ j : Fin n, k ≤ j.val → b ≤ t j) ∧ 0 ≤ G b := by
    rcases hk.lt_or_eq with hkn | hkn
    · refine ⟨t ⟨k, hkn⟩, (h.pos _).le, fun j hj => (h.next j _ hj).le, fun j hj => ?_, ?_⟩
      · have hj' : (⟨k, hkn⟩ : Fin n) ≤ j := hj
        rcases hj'.eq_or_lt with q | q
        · rw [q]
        · exact ((h.split _).trans (h.next _ _ q)).le
      · rw [hG, Finset.prod_eq_zero (f := fun j => |t j - t ⟨k, hkn⟩|)
          (Finset.mem_univ (⟨k, hkn⟩ : Fin n)) (by simp), mul_zero, sub_zero]
        exact mul_nonneg (mul_nonneg he.le (h.pos _).le) (hL _)
    · obtain ⟨X, hX0, hX1, hX2⟩ : ∃ X : ℝ, 0 ≤ X ∧ (∀ j, 2 * l j ≤ X) ∧
          p * 2 ^ n ≤ X * e := by
        have hs : 0 ≤ ∑ j, l j := Finset.sum_nonneg fun j _ => (lpos j).le
        have hq : 0 ≤ p * 2 ^ n / e := by positivity
        refine ⟨2 * ∑ j, l j + p * 2 ^ n / e, by linarith, fun j => ?_, ?_⟩
        · have := Finset.single_le_sum (fun i _ => (lpos i).le) (Finset.mem_univ j)
          linarith
        · exact (div_le_iff₀ he).1 (by linarith)
      refine ⟨X, hX0, fun j _ => by linarith [hX1 j, lpos j],
        fun j hj => absurd j.isLt (by omega), ?_⟩
      have hprod : ∏ j, |t j - X| ≤ 2 ^ n * ∏ j, |l j - X| := by
        calc ∏ j, |t j - X| ≤ ∏ j, (2 * |l j - X|) := by
              refine Finset.prod_le_prod (fun j _ => abs_nonneg _) fun j _ => ?_
              have h1 := hX1 j
              have h2 := h.pos j
              have h3 := h.split j
              rw [abs_of_nonpos (by linarith), abs_of_nonpos (by linarith)]
              linarith
          _ = 2 ^ n * ∏ j, |l j - X| := by
              rw [Finset.prod_mul_distrib]
              simp
      have h1 := mul_le_mul_of_nonneg_left hprod hp.le
      have h2 := mul_le_mul_of_nonneg_right hX2 (hL X)
      rw [hG]
      linarith
  obtain ⟨x, hx, hGx⟩ := intermediate_value_uIcc hc.continuousOn
    (Set.mem_uIcc.2 (Or.inl ⟨hGa, hGb⟩))
  have low : ∀ c, c ≤ a → c ≤ b → c ≤ x := by
    intro c h1 h2
    rcases Set.mem_uIcc.1 hx with q | q <;> linarith [q.1, q.2]
  have upp : ∀ c, a ≤ c → b ≤ c → x ≤ c := by
    intro c h1 h2
    rcases Set.mem_uIcc.1 hx with q | q <;> linarith [q.1, q.2]
  -- inside the window both products carry the same overall sign
  have sgn : ∀ f : Fin n → ℝ, (∀ j, j.val < k → f j ≤ x) → (∀ j, k ≤ j.val → x ≤ f j) →
      ∏ j, |f j - x| = (∏ j : Fin n, if j.val < k then (-1 : ℝ) else 1) * ∏ j, (f j - x) := by
    intro f h1 h2
    rw [← Finset.prod_mul_distrib]
    refine Finset.prod_congr rfl fun j _ => ?_
    by_cases hj : j.val < k
    · rw [if_pos hj, abs_of_nonpos (by linarith [h1 j hj])]
      ring
    · rw [if_neg hj, abs_of_nonneg (by linarith [h2 j (not_lt.1 hj)]), one_mul]
  have hl := fun j hj => low (l j) (hal j hj) (hbl j hj)
  have ht := fun j hj => upp (t j) (hat j hj) (hbt j hj)
  have hs : (∏ j : Fin n, if j.val < k then (-1 : ℝ) else 1) ≠ 0 :=
    Finset.prod_ne_zero_iff.2 fun j _ => by split_ifs <;> norm_num
  have hD : dispersion e p t l x = 0 := by
    rw [hG, sgn l hl fun j hj => (ht j hj).trans (h.split j).le,
      sgn t (fun j hj => (h.split j).le.trans (hl j hj)) ht] at hGx
    refine (mul_eq_zero.1 ?_).resolve_left hs
    unfold dispersion
    linear_combination hGx
  obtain ⟨h0, hoff⟩ := off_resonance he hp h hD
  exact ⟨x, lt_of_le_of_ne (low 0 ha0 hb0) h0.symm,
    fun j hj => lt_of_le_of_ne (hl j hj) (hoff j).2.symm,
    fun j hj => lt_of_le_of_ne (ht j hj) (hoff j).1, hD⟩
```

**Q:** That gives at least $n+1$ roots. Why no more?

**A:** Call the roots $r_0,\dots,r_n$. For $i<k$ the windows give $r_i<t_i<l_i<r_k$, so they are distinct. Now consider
$$D(y)=e\Big(y\prod_j(y-l_j)-\prod_k(y-r_k)\Big)-p\prod_j(y-t_j).$$
The terms $y^{n+1}$ cancel, so $D$ has degree at most $n$. But $D(y)=(-1)^n\big(F(y)+e\prod_k(r_k-y)\big)$ vanishes at all $n+1$ points $r_k$. Hence $D=0$ and
$$F(x)=-e\prod_k(r_k-x).$$
Lean follows the same route: `hev` is the evaluation formula, `hlt` the degree bound, and `hzero` the conclusion.

```lean
/-- Given `n + 1` distinct polariton modes `r`, the dispersion function factorises
over them. -/
theorem dispersion_factor (r : Fin (n + 1) → ℝ) (hr : Function.Injective r)
    (h0 : ∀ k, dispersion e p t l (r k) = 0) (x : ℝ) :
    dispersion e p t l x = -e * ∏ k, (r k - x) := by
  have hmon : ∀ (m : ℕ) (f : Fin m → ℝ), (∏ i, (X - C (f i))).Monic := fun m f =>
    monic_prod_of_monic _ _ fun i _ => monic_X_sub_C _
  have hdeg : ∀ (m : ℕ) (f : Fin m → ℝ), (∏ i, (X - C (f i))).degree = (m : WithBot ℕ) := by
    intro m f
    simp [degree_prod, degree_X_sub_C]
  obtain ⟨D, hD⟩ : ∃ D : ℝ[X], D = e • (X * ∏ j, (X - C (l j)) - ∏ k, (X - C (r k)))
      - p • ∏ j, (X - C (t j)) := ⟨_, rfl⟩
  have flip : ∀ (y : ℝ) (m : ℕ) (f : Fin m → ℝ),
      ∏ i, (y - f i) = (-1) ^ m * ∏ i, (f i - y) := by
    intro y m f
    rw [Finset.prod_congr rfl fun i _ => show y - f i = (-1) * (f i - y) by ring,
      Finset.prod_mul_distrib]
    simp
  have hev : ∀ y, D.eval y = (-1) ^ n * (dispersion e p t l y + e * ∏ k, (r k - y)) := by
    intro y
    simp only [hD, eval_sub, eval_smul, eval_mul, eval_prod, eval_X, eval_C, smul_eq_mul]
    rw [flip y n l, flip y (n + 1) r, flip y n t]
    unfold dispersion
    ring
  -- the leading terms cancel, so the difference has degree at most n
  have hlt : D.degree < ((n + 1 : ℕ) : WithBot ℕ) := by
    have hM : (X * ∏ j, (X - C (l j))).degree = ((n + 1 : ℕ) : WithBot ℕ) := by
      rw [degree_mul, degree_X, hdeg]
      push_cast
      exact add_comm _ _
    have hMm := monic_X.mul (hmon n l)
    have h1 := Polynomial.degree_sub_lt_left (hM.trans (hdeg (n + 1) r).symm) hMm.ne_zero
      (hMm.leadingCoeff.trans (hmon (n + 1) r).leadingCoeff.symm)
    rw [hM] at h1
    have h2 : (∏ j, (X - C (t j))).degree < ((n + 1 : ℕ) : WithBot ℕ) := by
      rw [hdeg]
      exact_mod_cast Nat.lt_succ_self n
    rw [hD]
    exact mem_degreeLT.1 (Submodule.sub_mem _ (Submodule.smul_mem _ e (mem_degreeLT.2 h1))
      (Submodule.smul_mem _ p (mem_degreeLT.2 h2)))
  have hzero : D = 0 := by
    by_contra hne
    refine hne (eq_zero_of_natDegree_lt_card_of_eval_eq_zero D hr (fun k => ?_) ?_)
    · rw [hev, h0, Finset.prod_eq_zero (Finset.mem_univ k) (sub_self _)]
      ring
    · rw [Fintype.card_fin]
      exact (natDegree_lt_iff_degree_lt hne).2 hlt
  have hx := hev x
  rw [hzero, eval_zero] at hx
  have := (mul_eq_zero.1 hx.symm).resolve_left (pow_ne_zero n (by norm_num))
  linarith
```

**Q:** Could two branches touch at this wavevector?

**A:** No. Differentiating the factorised form at $r_k$ leaves
$$F'(r_k)=e\prod_{i\ne k}(r_i-r_k)\neq 0.$$
The proof splits off the factor $r_k-x$ and applies the product rule.

```lean
/-- Distinct polariton modes, `n + 1` in number, are simple zeros of the dispersion
function. -/
theorem mode_simple (he : 0 < e) (r : Fin (n + 1) → ℝ) (hr : Function.Injective r)
    (h0 : ∀ k, dispersion e p t l (r k) = 0) (k : Fin (n + 1)) :
    deriv (dispersion e p t l) (r k) ≠ 0 := by
  have hg : ∀ s : Finset (Fin (n + 1)), Differentiable ℝ fun x => ∏ i ∈ s, (r i - x) := by
    intro s
    induction s using Finset.induction_on with
    | empty => simp
    | insert a s ha ih =>
      simp only [Finset.prod_insert ha]
      exact ((differentiable_const (r a)).sub differentiable_id).mul ih
  have hf : dispersion e p t l =
      fun x => -e * ((r k - x) * ∏ i ∈ Finset.univ.erase k, (r i - x)) := by
    funext x
    rw [dispersion_factor r hr h0 x,
      Finset.mul_prod_erase Finset.univ (fun i => r i - x) (Finset.mem_univ k)]
  have hd : HasDerivAt (fun x => (r k - x) * ∏ i ∈ Finset.univ.erase k, (r i - x))
      (-∏ i ∈ Finset.univ.erase k, (r i - r k)) (r k) :=
    (((hasDerivAt_id (r k)).const_sub (r k)).mul
      (hg (Finset.univ.erase k) (r k)).hasDerivAt).congr_deriv (by simp)
  have hd2 : HasDerivAt (dispersion e p t l)
      (-e * -∏ i ∈ Finset.univ.erase k, (r i - r k)) (r k) := by
    rw [hf]
    exact hd.const_mul (-e)
  rw [hd2.deriv]
  refine mul_ne_zero (neg_ne_zero.2 he.ne') (neg_ne_zero.2 (Finset.prod_ne_zero_iff.2 ?_))
  intro i hi
  exact sub_ne_zero.2 fun q => (Finset.mem_erase.1 hi).1 (hr q)
```

**Q:** So what does the final theorem say?

**A:** There is a strictly increasing list of $n+1$ positive numbers $r_k$. A real $x$ is a zero of $F$ exactly when it is on the list, and each zero is simple. Comparing both forms of $F$ at $x=0$ gives $-p\prod_j t_j=-e\prod_k r_k$, that is,
$$\prod_k r_k=\frac{p}{e}\prod_j t_j.$$
The proof uses `choose` to pick one root per window, orders them as above, and reads the rest off the factorisation. With $n=0$ it returns one squared frequency, $x=p/e$, that of light in a medium of constant permittivity $e$.

```lean
/-- A crystal with `n` interlaced phonon pairs has exactly `n + 1` distinct polariton frequencies at
given `p > 0`; their squares are positive, simple zeros of the dispersion function, with product `(p
/ e) ∏ t_j`. -/
theorem polariton_modes (he : 0 < e) (hp : 0 < p) (h : Interlaced t l) :
    ∃ r : Fin (n + 1) → ℝ, StrictMono r ∧ (∀ k, 0 < r k) ∧
      (∀ x, dispersion e p t l x = 0 ↔ ∃ k, x = r k) ∧
      (∀ k, deriv (dispersion e p t l) (r k) ≠ 0) ∧
      ∏ k, r k = p / e * ∏ j, t j := by
  choose r hpos hlow hupp hroot using fun k : Fin (n + 1) =>
    exists_mode_in_window he hp h k.val (Nat.le_of_lt_succ k.isLt)
  -- consecutive modes are separated by a transverse-longitudinal pair
  have hmono : StrictMono r := by
    intro i k hik
    have hik' : i.val < k.val := hik
    have hi : i.val < n := by have := k.isLt; omega
    exact (hupp i ⟨i.val, hi⟩ le_rfl).trans
      ((h.split _).trans (hlow k ⟨i.val, hi⟩ hik'))
  have hfac := dispersion_factor r hmono.injective hroot
  refine ⟨r, hmono, hpos, fun x => ⟨fun hx => ?_, ?_⟩,
    mode_simple he r hmono.injective hroot, ?_⟩
  · rw [hfac x] at hx
    obtain ⟨k, _, hk⟩ := Finset.prod_eq_zero_iff.1
      ((mul_eq_zero.1 hx).resolve_left (neg_ne_zero.2 he.ne'))
    exact ⟨k, (sub_eq_zero.1 hk).symm⟩
  · rintro ⟨k, rfl⟩
    exact hroot k
  · -- compare both forms of the dispersion function at zero frequency
    have hz := hfac 0
    unfold dispersion at hz
    simp only [sub_zero, mul_zero, zero_mul, zero_sub] at hz
    rw [div_mul_eq_mul_div, eq_div_iff he.ne']
    linarith

end

end MultimodePhononPolaritons
```

**Q:** Is it of any use to someone computing dispersion curves?

**A:** For this undamped, scalar model, the count and the product give two checks on a numerical root search at each nonzero wavevector.

```lean
#print axioms MultimodePhononPolaritons.wave_equation_iff
#print axioms MultimodePhononPolaritons.polariton_modes
```

```
'MultimodePhononPolaritons.wave_equation_iff' depends on axioms: [propext, Classical.choice, Quot.sound]
'MultimodePhononPolaritons.polariton_modes' depends on axioms: [propext, Classical.choice, Quot.sound]
```
